# In a classical chain of identical harmonic springs between fixed walls, the thermal mean square displacement is largest nearest the middle

A row of N atoms is joined by identical harmonic springs, and the two end springs are attached to rigid walls. The atoms move only along the row. At temperature T every atom jitters about its rest position. How far does each one stray, and which strays most?

Matrix and displacement indices i, j run from 0 to N − 1, as in Lean's `Fin N`; the physical site labels are n = i + 1 and m = j + 1. With unit springs, the stiffness matrix K (`chain`) has 2 on the diagonal and −1 beside it. The candidate inverse G (`compliance`) gives the displacement at one site per unit force at another:

G_ij = min(n,m) (N + 1 − max(n,m)) / (N + 1)

```lean
import Mathlib

open MeasureTheory Matrix

namespace FixedEndCompliance

noncomputable section

/-- Stiffness matrix of the fixed-end chain with unit springs: 2 on the diagonal, -1 beside it. -/
def chain (N : ℕ) : Matrix (Fin N) (Fin N) ℝ :=
  Matrix.of fun i j => if (i : ℕ) = j then 2 else
    if (i : ℕ) + 1 = j ∨ (j : ℕ) + 1 = i then -1 else 0

/-- Compliance matrix `min(i,j) (N + 1 - max(i,j)) / (N + 1)`, with site labels from 1 to `N`. -/
def compliance (N : ℕ) : Matrix (Fin N) (Fin N) ℝ :=
  Matrix.of fun i j => ((min ((i : ℕ) + 1) (j + 1) : ℕ) : ℝ) *
    ((N : ℝ) + 1 - ((max ((i : ℕ) + 1) (j + 1) : ℕ) : ℝ)) / ((N : ℝ) + 1)
```

## Harmonic forces and classical statistics

For displacements u, the energy is E(u) = ½ Σ_ij u_i K_ij u_j. Each configuration has weight exp(−E/T), with T in energy units. Momenta, and hence masses, drop out of classical position averages. `thermalAverage` is a ratio of Lebesgue integrals over all real displacements.

```lean
/-- Harmonic energy of the displacements `u`. -/
def energy {N : ℕ} (u : Fin N → ℝ) : ℝ := (∑ i, ∑ j, u i * chain N i j * u j) / 2

/-- Boltzmann weight at temperature `T`, measured in energy units. -/
def boltzmann {N : ℕ} (T : ℝ) (u : Fin N → ℝ) : ℝ := Real.exp (-energy u / T)

/-- Classical thermal average of `f` over all displacements of the chain. -/
def thermalAverage {N : ℕ} (T : ℝ) (f : (Fin N → ℝ) → ℝ) : ℝ :=
  (∫ u, f u * boltzmann T u) / ∫ u : Fin N → ℝ, boltzmann T u
```

Harmonicity enters when the chain is shifted along a column of G, because the energy then changes by an exact quadratic polynomial. Anharmonic springs would add further terms, and quantum statistics would add zero-point motion.

## Two fixed walls

A wall means zero displacement at positions 0 and N + 1. These are the hypotheses `h0` and `hN` below. For a profile f obeying them,

Σ_j K_ij f(j + 1) = 2f(i + 1) − f(i) − f(i + 2),

even at the end sites, where the missing neighbour contributes zero. The proof splits each matrix row into three single-term sums.

```lean
/-- On a profile that vanishes at both walls the stiffness matrix acts as minus the second
difference. -/
theorem chain_second_difference {N : ℕ} (f : ℕ → ℝ) (h0 : f 0 = 0) (hN : f (N + 1) = 0)
    (i : Fin N) :
    ∑ j, chain N i j * f (j + 1) = 2 * f (i + 1) - f i - f (i + 1 + 1) := by
  obtain ⟨i, hi⟩ := i
  have key : ∀ j : ℕ, (if i = j then (2 : ℝ) else if i + 1 = j ∨ j + 1 = i then -1 else 0)
      * f (j + 1) = (if j = i then 2 * f (i + 1) else 0) - (if j + 1 = i then f i else 0)
        - (if j = i + 1 then f (i + 1 + 1) else 0) := by
    intro j
    split_ifs <;> first | omega | (subst_vars; ring)
  have h1 : ∑ j ∈ Finset.range N, (if j = i then 2 * f (i + 1) else 0) = 2 * f (i + 1) := by
    simp [hi]
  have h2 : ∑ j ∈ Finset.range N, (if j + 1 = i then f i else 0) = f i := by
    rcases i with _ | k
    · simp [h0]
    · simp [show k < N by omega]
  have h3 : ∑ j ∈ Finset.range N, (if j = i + 1 then f (i + 1 + 1) else 0)
      = f (i + 1 + 1) := by
    by_cases h : i + 1 < N
    · simp [h]
    · have h' : i + 1 = N := by omega
      rw [h', hN]; simp
  change ∑ j : Fin N, (if i = (j : ℕ) then (2 : ℝ) else
    if i + 1 = (j : ℕ) ∨ (j : ℕ) + 1 = i then -1 else 0) * f (j + 1) = _
  simp_rw [key]
  rw [Fin.sum_univ_eq_sum_range (fun j => (if j = i then 2 * f (i + 1) else 0)
    - (if j + 1 = i then f i else 0) - (if j = i + 1 then f (i + 1 + 1) else 0)) N,
    Finset.sum_sub_distrib, Finset.sum_sub_distrib, h1, h2, h3]
```

Column j of G is the profile

g(n) = n(N + 1 − m)/(N + 1) for n ≤ m,
g(n) = m(N + 1 − n)/(N + 1) for n ≥ m.

It vanishes at both walls and is linear on each side of m, so its second difference is zero for n ≠ m. At n = m the slope falls from (N + 1 − m)/(N + 1) to −m/(N + 1), a drop of 1. Hence KG = 1, and for square matrices G = K⁻¹. The Lean proof treats the same three cases, calling the loaded index `k`.

```lean
/-- The stiffness matrix times the compliance matrix is the identity. -/
theorem chain_mul_compliance (N : ℕ) : chain N * compliance N = 1 := by
  ext i k
  have hN : (N : ℝ) + 1 ≠ 0 := by positivity
  have hk := k.isLt
  let f : ℕ → ℝ := fun n => ((min n ((k : ℕ) + 1) : ℕ) : ℝ) *
    ((N : ℝ) + 1 - ((max n ((k : ℕ) + 1) : ℕ) : ℝ)) / ((N : ℝ) + 1)
  have lo : ∀ n : ℕ, n ≤ k + 1 → f n = n * ((N : ℝ) - k) / (N + 1) := by
    intro n hn
    simp only [f, min_eq_left hn, max_eq_right hn]
    push_cast; ring
  have hi : ∀ n : ℕ, (k : ℕ) + 1 ≤ n → f n = (k + 1) * ((N : ℝ) + 1 - n) / (N + 1) := by
    intro n hn
    simp only [f, min_eq_right hn, max_eq_left hn]
    push_cast; ring
  have h := chain_second_difference f (by rw [lo 0 (by omega)]; simp)
    (by rw [hi (N + 1) (by omega)]; simp) i
  rw [Matrix.mul_apply]
  refine Eq.trans h ?_
  -- the profile is linear on either side of the loaded site `k`
  rcases lt_trichotomy (i : ℕ) k with hik | hik | hik
  · rw [Matrix.one_apply_ne (by rintro rfl; omega), lo (i + 1) (by omega), lo i (by omega),
      lo (i + 1 + 1) (by omega)]
    push_cast; ring
  · obtain rfl : i = k := Fin.ext hik
    rw [Matrix.one_apply_eq, lo (i + 1) (by omega), lo i (by omega), hi (i + 1 + 1) (by omega)]
    push_cast; field_simp; ring
  · rw [Matrix.one_apply_ne (by rintro rfl; omega), hi (i + 1) (by omega), hi i (by omega),
      hi (i + 1 + 1) (by omega)]
    push_cast; ring

/-- The inverse of the fixed-end stiffness matrix is the compliance matrix. -/
theorem chain_inv (N : ℕ) : (chain N)⁻¹ = compliance N :=
  Matrix.inv_eq_right_inv (chain_mul_compliance N)

private lemma chain_symm {N : ℕ} (i j : Fin N) : chain N i j = chain N j i := by
  simp only [chain, Matrix.of_apply]
  split_ifs <;> first | omega | rfl
```

With both ends free, a uniform translation would cost no energy, and K would have no inverse. With one end free, the largest mean square displacement would sit at that end.

## Positive spring constants

Stretching a spring costs energy, which is why the off-diagonal entries of K are never positive. Together with the fixed walls, this makes the thermal integrals converge at positive temperature. Take the response to a uniform unit force, w(n) = n(N + 1 − n)/2, which is positive on every site and satisfies Σ_j K_ij w(j + 1) = 1. Expanding a square gives

2u_i u_j ≤ u_i² w(m)/w(n) + u_j² w(n)/w(m).

Multiplying by K_ij/2 ≤ 0 for i ≠ j reverses the inequality; the diagonal terms are equal. Summing, and using the symmetry of K,

2E(u) ≥ Σ_i u_i²/w(i + 1).

Since w ≤ (N + 1)²/8, it follows that E(u) ≥ 4/(N + 1)² Σ_i u_i². In the proof, `hP` is the pairwise inequality after multiplication by K_ij/2, `h8` is the bound on w, and `hB` is its consequence summed over the sites.

```lean
/-- The energy is at least `4 / (N + 1)²` times the sum of the squared displacements. -/
theorem energy_lower_bound {N : ℕ} (u : Fin N → ℝ) :
    4 / ((N : ℝ) + 1) ^ 2 * ∑ i, u i ^ 2 ≤ energy u := by
  -- `w` is the parabolic profile produced by a uniform unit force
  let w : ℕ → ℝ := fun n => n * ((N : ℝ) + 1 - n) / 2
  have hw : ∀ i : Fin N, 0 < w (i + 1) := by
    intro i
    have hi : (i : ℝ) + 1 ≤ N := by exact_mod_cast i.isLt
    have h2 : 0 < (N : ℝ) + 1 - ((i : ℝ) + 1) := by linarith
    simp only [w]; push_cast; positivity
  have hA : ∀ i : Fin N, ∑ j, chain N i j * (u i ^ 2 / w (i + 1)) * w (j + 1)
      = u i ^ 2 / w (i + 1) := by
    intro i
    have h := chain_second_difference w (by simp [w]) (by simp [w]) i
    have h1 : 2 * w (i + 1) - w i - w (i + 1 + 1) = 1 := by
      simp only [w]; push_cast; ring
    rw [h1] at h
    calc _ = (u i ^ 2 / w (i + 1)) * ∑ j, chain N i j * w (j + 1) := by
          rw [Finset.mul_sum]; exact Finset.sum_congr rfl fun j _ => by ring
      _ = _ := by rw [h, mul_one]
  have hP : ∀ i j : Fin N, (chain N i j * (u i ^ 2 / w (i + 1)) * w (j + 1)
      + chain N j i * (u j ^ 2 / w (j + 1)) * w (i + 1)) / 2 ≤ u i * chain N i j * u j := by
    intro i j
    have hp := hw i
    have hq := hw j
    rw [chain_symm j i]
    by_cases h : i = j
    · subst h
      apply le_of_eq
      have h1 : u i ^ 2 / w (i + 1) * w (i + 1) = u i ^ 2 := div_mul_cancel₀ _ hp.ne'
      linear_combination chain N i i * h1
    · have hK : chain N i j ≤ 0 := by
        simp only [chain, Matrix.of_apply]
        split_ifs with h1
        · exact absurd (Fin.ext h1) h
        · norm_num
        · exact le_rfl
      have hs : 0 ≤ u i ^ 2 / w (i + 1) * w (j + 1) + u j ^ 2 / w (j + 1) * w (i + 1)
          - 2 * (u i * u j) := by
        have e : u i ^ 2 / w (i + 1) * w (j + 1) + u j ^ 2 / w (j + 1) * w (i + 1)
          - 2 * (u i * u j) = (u i * w (j + 1) - u j * w (i + 1)) ^ 2
            / (w (i + 1) * w (j + 1)) := by
          field_simp; ring
        rw [e]; positivity
      nlinarith [mul_nonneg (neg_nonneg.2 hK) hs]
  have hS := Finset.sum_le_sum fun i (_ : i ∈ Finset.univ) =>
    Finset.sum_le_sum fun j (_ : j ∈ Finset.univ) => hP i j
  simp only [← Finset.sum_div, Finset.sum_add_distrib] at hS
  rw [Finset.sum_comm (f := fun i j : Fin N =>
    chain N j i * (u j ^ 2 / w (j + 1)) * w (i + 1))] at hS
  simp only [hA] at hS
  have hB : 8 / ((N : ℝ) + 1) ^ 2 * ∑ i, u i ^ 2 ≤ ∑ i : Fin N, u i ^ 2 / w (i + 1) := by
    rw [Finset.mul_sum]
    refine Finset.sum_le_sum fun i _ => ?_
    rw [le_div_iff₀ (hw i)]
    have h8 : 8 * w (i + 1) ≤ ((N : ℝ) + 1) ^ 2 := by
      simp only [w]
      nlinarith [sq_nonneg ((N : ℝ) + 1 - 2 * ((i + 1 : ℕ) : ℝ))]
    have h9 : 8 * w (i + 1) / ((N : ℝ) + 1) ^ 2 ≤ 1 := (div_le_one (by positivity)).2 h8
    calc _ = u i ^ 2 * (8 * w (i + 1) / ((N : ℝ) + 1) ^ 2) := by ring
      _ ≤ u i ^ 2 * 1 := mul_le_mul_of_nonneg_left h9 (sq_nonneg _)
      _ = _ := mul_one _
  have e : 8 / ((N : ℝ) + 1) ^ 2 * ∑ i, u i ^ 2
      = 2 * (4 / ((N : ℝ) + 1) ^ 2 * ∑ i, u i ^ 2) := by ring
  unfold energy
  linarith
```

If every spring constant changed sign, the energy would be unbounded below and the partition integral would diverge.

## Positive temperature

The hypothesis `hT : 0 < T` makes the weight decay as the energy grows. `integrable_weight` uses the energy bound to dominate the integrands by a Gaussian. At negative T the weight would grow instead, and the integrals would diverge.

```lean
private lemma integrable_weight {N : ℕ} {T : ℝ} (hT : 0 < T) {f : (Fin N → ℝ) → ℝ}
    (hf : Continuous f) (hb : ∀ u, |f u| ≤ 1 + ∑ i, u i ^ 2) :
    Integrable (fun u => f u * boltzmann T u) := by
  obtain ⟨a, ha⟩ : ∃ a : ℝ, a = 2 / (((N : ℝ) + 1) ^ 2 * T) := ⟨_, rfl⟩
  have ha0 : 0 < a := by rw [ha]; positivity
  have hg : Integrable (fun u : Fin N → ℝ => ∏ i, Real.exp (-a * u i ^ 2)) :=
    Integrable.fintype_prod (f := fun _ x => Real.exp (-a * x ^ 2))
      fun _ => integrable_exp_neg_mul_sq ha0
  have hc : Continuous (fun u : Fin N → ℝ => boltzmann T u) := by
    unfold boltzmann energy; fun_prop
  refine (hg.const_mul (1 + 1 / a)).mono' (hf.mul hc).aestronglyMeasurable
    (Filter.Eventually.of_forall fun u => ?_)
  rw [← Real.exp_sum, ← Finset.mul_sum, Real.norm_eq_abs, abs_mul]
  have hS : 0 ≤ ∑ i, u i ^ 2 := Finset.sum_nonneg fun i _ => sq_nonneg _
  have hbu := hb u
  have hE := energy_lower_bound u
  generalize (∑ i, u i ^ 2) = S at *
  have h1 : 1 + S ≤ (1 + 1 / a) * Real.exp (a * S) := by
    have h2 : (1 + 1 / a) * (a * S + 1) = 1 + S + (a * S + 1 / a) := by field_simp; ring
    have h3 : 0 ≤ a * S + 1 / a := by positivity
    have h4 := mul_le_mul_of_nonneg_left (Real.add_one_le_exp (a * S))
      (show 0 ≤ 1 + 1 / a by positivity)
    linarith
  have h5 : boltzmann T u ≤ Real.exp (-(2 * a * S)) := by
    apply Real.exp_le_exp.2
    rw [div_le_iff₀ hT]
    have : 2 * a * S * T = 4 / ((N : ℝ) + 1) ^ 2 * S := by rw [ha]; field_simp; ring
    linarith
  have h6 : 0 ≤ boltzmann T u := (Real.exp_pos _).le
  rw [abs_of_nonneg h6]
  calc _ ≤ ((1 + 1 / a) * Real.exp (a * S)) * Real.exp (-(2 * a * S)) :=
        mul_le_mul (hbu.trans h1) h5 h6 (by positivity)
    _ = _ := by rw [mul_assoc, ← Real.exp_add]; congr 2; ring
```

Write g_j for column j of G. Since K g_j is a unit force on the atom with index j (site m = j + 1),

E(u + t g_j) = E(u) + t u_j + t² E(g_j).

```lean
/-- Shifting the chain by `t` times column `j` of the compliance matrix changes the energy by
`t u_j` plus `t²` times the energy of that column. -/
theorem energy_shift {N : ℕ} (u : Fin N → ℝ) (j : Fin N) (t : ℝ) :
    energy (u + t • fun k => compliance N k j)
      = energy u + t * u j + t ^ 2 * energy (fun k => compliance N k j) := by
  have h1 : ∑ a, ∑ b, u a * chain N a b * compliance N b j = u j := by
    simp_rw [mul_assoc, ← Finset.mul_sum, ← Matrix.mul_apply, chain_mul_compliance]
    simp [Matrix.one_apply]
  have h2 : ∑ a, ∑ b, compliance N a j * chain N a b * u b = u j := by
    rw [Finset.sum_comm]
    refine Eq.trans (Finset.sum_congr rfl fun a _ => Finset.sum_congr rfl fun b _ => ?_) h1
    rw [chain_symm b a]; ring
  have h3 : ∑ a, ∑ b, (u a + t * compliance N a j) * chain N a b * (u b + t * compliance N b j)
      = ∑ a, ∑ b, u a * chain N a b * u b
        + t * ∑ a, ∑ b, u a * chain N a b * compliance N b j
        + t * ∑ a, ∑ b, compliance N a j * chain N a b * u b
        + t ^ 2 * ∑ a, ∑ b, compliance N a j * chain N a b * compliance N b j := by
    simp only [Finset.mul_sum, ← Finset.sum_add_distrib]
    exact Finset.sum_congr rfl fun a _ => Finset.sum_congr rfl fun b _ => by ring
  simp only [energy, Pi.add_apply, Pi.smul_apply, smul_eq_mul]
  rw [h3, h1, h2]; ring
```

At t = 0 the weight therefore has derivative −(u_j/T) exp(−E/T) along g_j, while u_i has derivative G_ij. The integral of the total derivative of u_i exp(−E/T) vanishes, so

G_ij ∫ exp(−E/T) du = (1/T) ∫ u_i u_j exp(−E/T) du,

⟨u_i u_j⟩ = T G_ij.

Since the symmetry u → −u makes the mean displacement zero, this second moment is also the covariance. In Lean, `I0`, `I1` and `I2` supply the integrability that integration by parts needs, and `hZ` permits division by the partition integral.

```lean
/-- At positive temperature `T`, the thermal average of `u_i u_j` is `T` times entry `(i, j)` of the
compliance matrix. -/
theorem thermal_covariance {N : ℕ} {T : ℝ} (hT : 0 < T) (i j : Fin N) :
    thermalAverage T (fun u => u i * u j) = T * compliance N i j := by
  have hle : ∀ (u : Fin N → ℝ) k, u k ^ 2 ≤ ∑ l, u l ^ 2 := fun u k =>
    Finset.single_le_sum (f := fun l => u l ^ 2) (fun l _ => sq_nonneg _) (Finset.mem_univ k)
  have I0 : Integrable (fun u : Fin N → ℝ => boltzmann T u) := by
    have h := integrable_weight (N := N) hT (f := fun _ => 1) continuous_const (fun u => by
      rw [abs_one]; linarith [hle u i, sq_nonneg (u i)])
    simpa only [one_mul] using h
  have I1 : Integrable (fun u : Fin N → ℝ => u i * boltzmann T u) :=
    integrable_weight hT (continuous_apply i) fun u => abs_le.2
      ⟨by nlinarith [hle u i, sq_nonneg (u i + 1)], by nlinarith [hle u i, sq_nonneg (u i - 1)]⟩
  have I2 : Integrable (fun u : Fin N → ℝ => u i * u j * boltzmann T u) :=
    integrable_weight hT (by fun_prop) fun u => abs_le.2
      ⟨by nlinarith [hle u i, hle u j, sq_nonneg (u i + u j)],
       by nlinarith [hle u i, hle u j, sq_nonneg (u i - u j)]⟩
  have e : (fun u : Fin N → ℝ => u i * (-(u j) / T * boltzmann T u))
      = fun u => (-1 / T) * (u i * u j * boltzmann T u) := by funext u; ring
  -- integrate by parts along the response to a unit force at site `j`
  have ibp := integral_bilinear_hasLineDerivAt_right_eq_neg_left_of_integrable
    (μ := (volume : Measure (Fin N → ℝ))) (B := ContinuousLinearMap.mul ℝ ℝ)
    (f := fun u => u i) (f' := fun _ => compliance N i j)
    (g := fun u => boltzmann T u) (g' := fun u => -(u j) / T * boltzmann T u)
    (v := fun k => compliance N k j)
    (by simpa only [ContinuousLinearMap.mul_apply'] using I0.const_mul (compliance N i j))
    (by simp only [ContinuousLinearMap.mul_apply']; rw [e]; exact I2.const_mul _)
    (by simpa only [ContinuousLinearMap.mul_apply'] using I1)
    (fun x _ => by
      change HasDerivAt (fun t : ℝ => x i + t * compliance N i j) _ 0
      exact (((hasDerivAt_id' (0 : ℝ)).mul_const _).const_add (x i)).congr_deriv (one_mul _))
    (fun x _ => by
      change HasDerivAt (fun t : ℝ => Real.exp
        (-energy (x + t • fun k => compliance N k j) / T)) _ 0
      simp_rw [energy_shift]
      have h1 := ((hasDerivAt_id' (0 : ℝ)).mul_const (x j)).const_add (energy x)
      have h2 := (hasDerivAt_pow 2 (0 : ℝ)).mul_const (energy fun k => compliance N k j)
      refine (((h1.fun_add h2).fun_neg).div_const T).exp.congr_deriv ?_
      simp [boltzmann, mul_comm])
  simp only [ContinuousLinearMap.mul_apply'] at ibp
  rw [e, integral_const_mul, integral_const_mul] at ibp
  have hZ : 0 < ∫ u : Fin N → ℝ, boltzmann T u := integral_exp_pos I0
  unfold thermalAverage
  rw [div_eq_iff hZ.ne']
  field_simp at ibp
  linarith
```

## A site inside the chain

Taking `i : Fin N` presupposes at least one atom; an empty chain has no site to compare. Setting i = j and completing the square gives

⟨u_i²⟩ = T n(N + 1 − n)/(N + 1)
= T [(N + 1)² − (2n − N − 1)²] / (4(N + 1)).

```lean
/-- The mean square displacement of site `n = i + 1` is `T n (N + 1 - n) / (N + 1)`. -/
theorem mean_square_displacement {N : ℕ} {T : ℝ} (hT : 0 < T) (i : Fin N) :
    thermalAverage T (fun u => u i ^ 2)
      = T * ((i : ℝ) + 1) * ((N : ℝ) + 1 - ((i : ℝ) + 1)) / ((N : ℝ) + 1) := by
  simp_rw [pow_two]
  rw [thermal_covariance hT]
  simp only [compliance, Matrix.of_apply, min_self, max_self]
  push_cast; ring
```

The positive prefactor, again from `hT`, means that a smaller |2n − N − 1| gives a larger mean square displacement.

```lean
/-- One site has at most the mean square displacement of another exactly when it is at least as
far from the middle of the chain. -/
theorem displacement_order {N : ℕ} {T : ℝ} (hT : 0 < T) (i j : Fin N) :
    thermalAverage T (fun u => u i ^ 2) ≤ thermalAverage T (fun u => u j ^ 2) ↔
      |2 * ((j : ℤ) + 1) - (N + 1)| ≤ |2 * ((i : ℤ) + 1) - (N + 1)| := by
  rw [mean_square_displacement hT, mean_square_displacement hT, ← sq_le_sq,
    ← Int.cast_le (R := ℝ)]
  push_cast
  have hc : 0 < T / (4 * ((N : ℝ) + 1)) := by positivity
  -- complete the square in the site label
  have e : ∀ x : ℝ, T * (x + 1) * ((N : ℝ) + 1 - (x + 1)) / ((N : ℝ) + 1)
      = T / (4 * ((N : ℝ) + 1)) * (((N : ℝ) + 1) ^ 2 - (2 * (x + 1) - (N + 1)) ^ 2) := by
    intro x; field_simp; ring
  rw [e, e]
  constructor
  · intro h
    linarith [le_of_mul_le_mul_left h hc]
  · intro h
    exact mul_le_mul_of_nonneg_left (by linarith) hc.le
```

The integer |2n − N − 1|, twice the distance from the middle in units of the site spacing, has minimum 0 for odd N and 1 for even N. The maximal sites are thus those with N ≤ 2n ≤ N + 2: one central site or two. The proof compares site i with a central site, and `omega` settles the parity.

```lean
/-- The mean square displacement is largest exactly at the sites `n = i + 1` with
`N ≤ 2 n ≤ N + 2`, those nearest the middle. -/
theorem largest_at_middle {N : ℕ} {T : ℝ} (hT : 0 < T) (i : Fin N) :
    (∀ j : Fin N, thermalAverage T (fun u => u j ^ 2) ≤ thermalAverage T (fun u => u i ^ 2)) ↔
      N ≤ 2 * ((i : ℕ) + 1) ∧ 2 * ((i : ℕ) + 1) ≤ N + 2 := by
  have hi := i.isLt
  simp_rw [displacement_order hT]
  constructor
  · intro h
    have hm := h ⟨(N - 1) / 2, by omega⟩
    dsimp only at hm
    rw [abs_le] at hm
    rcases abs_cases (2 * ((((N - 1) / 2 : ℕ) : ℤ) + 1) - (N + 1)) with h1 | h1 <;> omega
  · intro h j
    rw [abs_le]
    rcases abs_cases (2 * ((j : ℤ) + 1) - (N + 1)) with h1 | h1 <;> omega

end

end FixedEndCompliance
```

For a simulation that samples the canonical ensemble of this finite, classical, harmonic chain, the formula gives an exact reference value at every site. For springs of constant k, replace T in the formula by k_B T/k, with T now the absolute temperature and k_B Boltzmann's constant.

```lean
#print axioms FixedEndCompliance.chain_inv
#print axioms FixedEndCompliance.largest_at_middle
```

```
'FixedEndCompliance.chain_inv' depends on axioms: [propext, Classical.choice, Quot.sound]
'FixedEndCompliance.largest_at_middle' depends on axioms: [propext, Classical.choice, Quot.sound]
```
